# Planck's density at one transition from balance and high-temperature divergence

Take an atom with two nondegenerate levels separated by an energy $w>0$, with temperature $T$ in energy units ($k_B=1$). The upper level emits spontaneously with coefficient $A$ and by stimulation with coefficient $B$; the lower absorbs with coefficient $C$. All three are positive and independent of $T$. Assume the atoms are thermally populated, so that the ratio of upper to lower population is $e^{-w/T}$. If radiation of spectral density $u(T)$ at the transition frequency balances emission and absorption, then

$$(A+Bu)e^{-w/T}=Cu,\qquad\text{so}\qquad (Ce^{w/T}-B)\,u=A.$$

Suppose $u\to\infty$ as $T\to\infty$. The bracket equals $A/u$, which tends to $0$, but it also tends to $C-B$. Hence $B=C$, and $u=(A/B)/(e^{w/T}-1)$.

## Degenerate levels and the converse

Let the levels have energies $E_1<E_2$ and degeneracies $g_1,g_2>0$, and put $w=E_2-E_1$. Write $B_{21}$ for stimulated emission and $B_{12}$ for absorption. The populations are $p_i=g_ie^{-E_i/T}/Z$ with $Z=g_1e^{-E_1/T}+g_2e^{-E_2/T}$. In the balance $p_2(A+B_{21}u)=p_1B_{12}u$ the factor $Z$ cancels. Dividing by $e^{-E_2/T}$ gives

$$(g_1B_{12}e^{w/T}-g_2B_{21})\,u=g_2A.$$

As before, divergence of $u$ forces $g_1B_{12}=g_2B_{21}$. Substituting this and cancelling $g_2$ leaves $B_{21}(e^{w/T}-1)u=A$, which is Planck's form.

Conversely, given the relation, Planck's form satisfies the balance, and it remains to show that it diverges. Put $x=w/T$. From $e^x\ge 1+x$ we get $T(e^x-1)\ge w$. Multiplying $e^{-x}\ge 1-x$ by $Te^x$ gives $T(e^x-1)\le we^x$. Both bounds tend to $w$, so $u/T\to A/(B_{21}w)>0$ and $u\to\infty$.

For a numerical instance, take $g_1=1$, $g_2=3$, $B_{21}=1$, $B_{12}=3$, $A=2$, $w=1$ and $T=1/\ln 2$. Then $e^{w/T}=2$ and $u=2/(2-1)=2$. The population ratio is $p_2/p_1=3/2$; per unit of $p_1$, emission is $\tfrac32(2+2)=6$ and absorption is $3\cdot2=6$.

## The atom and its balance condition

In Lean 4 with Mathlib:

```lean
import Mathlib

open Filter Topology

namespace EinsteinPlanck

noncomputable section
```

The structure carries the parameters together with their signs. Degeneracies are positive reals, which includes the physical integers.

```lean
/-- A two-level atom: degeneracies `g₁, g₂`, energies `E₁ < E₂`, and the Einstein coefficients
of spontaneous emission `A`, stimulated emission `B₂₁` and absorption `B₁₂`. -/
structure Atom where
  g₁ : ℝ
  g₂ : ℝ
  E₁ : ℝ
  E₂ : ℝ
  A : ℝ
  B₂₁ : ℝ
  B₁₂ : ℝ
  g₁_pos : 0 < g₁
  g₂_pos : 0 < g₂
  E_lt : E₁ < E₂
  A_pos : 0 < A
  B₂₁_pos : 0 < B₂₁
  B₁₂_pos : 0 < B₁₂
```

Thermal populations are postulated: the atoms are in equilibrium at temperature $T$. The definition gives the weight $Zp_i$, without the common normalisation.

```lean
/-- The Boltzmann weight of a level of degeneracy `g` and energy `E` at temperature `T`,
measured in energy units. -/
def boltzmann (g E T : ℝ) : ℝ := g * Real.exp (-E / T)
```

The transition energy $w$ is `gap`.

```lean
namespace Atom

variable (a : Atom)

/-- The transition energy. -/
def gap : ℝ := a.E₂ - a.E₁
```

`BalancedAt` equates the total downward and upward rates at one temperature.

```lean
/-- At temperature `T` and spectral density `u`, the total emission rate of the thermally
populated atoms equals their absorption rate. -/
def BalancedAt (T u : ℝ) : Prop :=
  boltzmann a.g₂ a.E₂ T * (a.A + a.B₂₁ * u) = boltzmann a.g₁ a.E₁ T * (a.B₁₂ * u)
```

The prefactor $A/B_{21}$ stays as it is. Planck's full law also fixes how it depends on frequency, which a single transition cannot supply.

```lean
/-- Planck's spectral density at the transition frequency, with prefactor `A / B₂₁`. -/
def planck (T : ℝ) : ℝ := a.A / a.B₂₁ / (Real.exp (a.gap / T) - 1)

theorem gap_pos : 0 < a.gap := sub_pos.2 a.E_lt
```

The next lemma is the cancellation of the upper level's Boltzmann factor. It writes $e^{-E_1/T}=e^{-E_2/T}e^{w/T}$; `linear_combination` checks the remaining algebra in both directions.

```lean
/-- Balance of emission and absorption depends on the level energies only through the
transition energy. -/
theorem balancedAt_iff (T u : ℝ) :
    a.BalancedAt T u ↔
      (a.g₁ * a.B₁₂ * Real.exp (a.gap / T) - a.g₂ * a.B₂₁) * u = a.g₂ * a.A := by
  have h : Real.exp (-a.E₁ / T) = Real.exp (-a.E₂ / T) * Real.exp (a.gap / T) := by
    rw [← Real.exp_add]
    congr 1
    unfold gap
    ring
  unfold BalancedAt boltzmann
  rw [h]
  constructor
  · intro hb
    -- cancel the Boltzmann factor of the upper level
    apply mul_left_cancel₀ (Real.exp_pos (-a.E₂ / T)).ne'
    linear_combination -hb
  · intro hb
    linear_combination -Real.exp (-a.E₂ / T) * hb
```

## The high-temperature limit fixes the coefficients

Since $w/T\to0$, continuity of the exponential gives $e^{w/T}\to1$.

```lean
/-- The exponential of the transition energy divided by the temperature tends to one at high
temperature. -/
theorem tendsto_exp_gap : Tendsto (fun T : ℝ => Real.exp (a.gap / T)) atTop (𝓝 1) := by
  have h0 : Tendsto (fun T : ℝ => a.gap / T) atTop (𝓝 0) :=
    tendsto_const_nhds.div_atTop tendsto_id
  have h1 := (Real.continuous_exp.tendsto 0).comp h0
  rw [Real.exp_zero] at h1
  exact h1
```

The hypothesis `Tendsto u atTop atTop` says that the density at this frequency grows without bound with temperature, as classical radiation theory requires. In the proof, `h1` is the limit of the bracket computed directly, `h3` is its limit through $g_2A/u$, and uniqueness of limits equates them. Division by $u$ is needed only at high temperature, where $u>0$.

```lean
/-- If the balancing spectral density grows without bound at high temperature, the coefficients
of absorption and stimulated emission satisfy `g₁ B₁₂ = g₂ B₂₁`. -/
theorem einstein_relation {u : ℝ → ℝ} (hb : ∀ T, 0 < T → a.BalancedAt T (u T))
    (hu : Tendsto u atTop atTop) : a.g₁ * a.B₁₂ = a.g₂ * a.B₂₁ := by
  have h1 : Tendsto (fun T : ℝ => a.g₁ * a.B₁₂ * Real.exp (a.gap / T) - a.g₂ * a.B₂₁) atTop
      (𝓝 (a.g₁ * a.B₁₂ * 1 - a.g₂ * a.B₂₁)) :=
    (a.tendsto_exp_gap.const_mul _).sub_const _
  have h2 : Tendsto (fun T : ℝ => a.g₂ * a.A / u T) atTop (𝓝 0) :=
    tendsto_const_nhds.div_atTop hu
  -- the two functions agree at high temperature, so their limits agree
  have h3 : Tendsto (fun T : ℝ => a.g₁ * a.B₁₂ * Real.exp (a.gap / T) - a.g₂ * a.B₂₁) atTop
      (𝓝 0) := by
    refine h2.congr' ?_
    filter_upwards [eventually_gt_atTop 0, hu.eventually_gt_atTop 0] with T hT huT
    rw [div_eq_iff huT.ne']
    exact ((a.balancedAt_iff T (u T)).1 (hb T hT)).symm
  have h4 := tendsto_nhds_unique h1 h3
  linarith
```

Once the relation holds, balance at a positive temperature determines the value of $u$ at that temperature, because $e^{w/T}-1>0$.

```lean
/-- Given `g₁ B₁₂ = g₂ B₂₁`, Planck's density is the only one that balances emission and
absorption at a given positive temperature. -/
theorem balancedAt_iff_planck (hr : a.g₁ * a.B₁₂ = a.g₂ * a.B₂₁) {T : ℝ} (hT : 0 < T) (u : ℝ) :
    a.BalancedAt T u ↔ u = a.planck T := by
  have hx : 0 < Real.exp (a.gap / T) - 1 :=
    sub_pos.2 (Real.one_lt_exp_iff.2 (div_pos a.gap_pos hT))
  rw [balancedAt_iff, hr, planck, div_div, eq_div_iff (mul_pos a.B₂₁_pos hx).ne']
  constructor
  · intro h
    apply mul_left_cancel₀ a.g₂_pos.ne'
    linear_combination h
  · intro h
    linear_combination a.g₂ * h
```

The Rayleigh–Jeans limit follows the squeeze above: the two `filter_upwards` blocks prove the lower and upper bounds.

```lean
/-- Rayleigh–Jeans limit: at high temperature Planck's density divided by the temperature tends
to `A / B₂₁` over the transition energy. -/
theorem rayleigh_jeans :
    Tendsto (fun T => a.planck T / T) atTop (𝓝 (a.A / a.B₂₁ / a.gap)) := by
  have hup : Tendsto (fun T : ℝ => a.gap * Real.exp (a.gap / T)) atTop (𝓝 a.gap) := by
    have h := a.tendsto_exp_gap.const_mul a.gap
    rwa [mul_one] at h
  -- squeeze `T (exp (w/T) - 1)` between `w` and `w exp (w/T)`
  have hlim : Tendsto (fun T : ℝ => T * (Real.exp (a.gap / T) - 1)) atTop (𝓝 a.gap) := by
    refine tendsto_of_tendsto_of_tendsto_of_le_of_le' tendsto_const_nhds hup ?_ ?_
    · filter_upwards [eventually_gt_atTop 0] with T hT
      have h := Real.add_one_le_exp (a.gap / T)
      have hw : T * (a.gap / T) = a.gap := mul_div_cancel₀ _ hT.ne'
      nlinarith [mul_nonneg hT.le (sub_nonneg.2 h)]
    · filter_upwards [eventually_gt_atTop 0] with T hT
      have h := Real.add_one_le_exp (-(a.gap / T))
      have hw : T * (a.gap / T) = a.gap := mul_div_cancel₀ _ hT.ne'
      have he : Real.exp (a.gap / T) * Real.exp (-(a.gap / T)) = 1 := by
        rw [← Real.exp_add, add_neg_cancel, Real.exp_zero]
      have h2 := mul_nonneg (mul_pos hT (Real.exp_pos (a.gap / T))).le (sub_nonneg.2 h)
      have h3 : T * Real.exp (a.gap / T) *
          (Real.exp (-(a.gap / T)) - (-(a.gap / T) + 1)) =
          a.gap * Real.exp (a.gap / T) - T * (Real.exp (a.gap / T) - 1) := by
        linear_combination T * he + Real.exp (a.gap / T) * hw
      linarith
  have h : Tendsto (fun T : ℝ => a.A / a.B₂₁ / (T * (Real.exp (a.gap / T) - 1))) atTop
      (𝓝 (a.A / a.B₂₁ / a.gap)) := tendsto_const_nhds.div hlim a.gap_pos.ne'
  refine h.congr fun T => ?_
  simp only [planck]
  rw [div_div (a.A / a.B₂₁) _ T, mul_comm T]
```

## The equivalence

The main theorem joins both directions. The function `u` is constrained only at positive temperatures, and its positivity is a consequence. The converse multiplies the limit of $u/T$ by $T$ to obtain divergence.

```lean
/-- Planck's temperature dependence at one transition, with prefactor `A / B₂₁`: a spectral density
balances emission and absorption at all temperatures and diverges at high temperature exactly when
`g₁ B₁₂ = g₂ B₂₁` and the density is Planck's. -/
theorem planck_law (u : ℝ → ℝ) :
    ((∀ T, 0 < T → a.BalancedAt T (u T)) ∧ Tendsto u atTop atTop) ↔
      (a.g₁ * a.B₁₂ = a.g₂ * a.B₂₁ ∧
        ∀ T, 0 < T → u T = a.A / a.B₂₁ / (Real.exp ((a.E₂ - a.E₁) / T) - 1)) := by
  constructor
  · rintro ⟨hb, hu⟩
    have hr := a.einstein_relation hb hu
    exact ⟨hr, fun T hT => (a.balancedAt_iff_planck hr hT _).1 (hb T hT)⟩
  · rintro ⟨hr, hp⟩
    refine ⟨fun T hT => (a.balancedAt_iff_planck hr hT _).2 (hp T hT), ?_⟩
    -- divergence follows from the linear growth in the Rayleigh–Jeans limit
    have hc : 0 < a.A / a.B₂₁ / a.gap := div_pos (div_pos a.A_pos a.B₂₁_pos) a.gap_pos
    have h := Tendsto.pos_mul_atTop hc a.rayleigh_jeans tendsto_id
    refine h.congr' ?_
    filter_upwards [eventually_gt_atTop 0] with T hT
    have h1 : u T = a.planck T := hp T hT
    rw [h1]
    exact div_mul_cancel₀ _ hT.ne'
```

In rate equations for a single transition, the relation gives $B_{12}$ from $B_{21}$ once the degeneracies are known. It leaves the ratio $A/B_{21}$ open; the prefactor in Planck's full law fixes that ratio at a given frequency.

## A balancing density that saturates

Balance alone does not give the relation. If $g_1B_{12}>g_2B_{21}$, the bracket stays positive at every $T>0$, and dividing by it yields a positive balancing density with the finite limit $g_2A/(g_1B_{12}-g_2B_{21})$.

```lean
/-- If `g₁ B₁₂ > g₂ B₂₁`, an explicit positive spectral density balances emission and absorption
at all temperatures and tends to a finite value at high temperature. -/
theorem saturating_density (h : a.g₂ * a.B₂₁ < a.g₁ * a.B₁₂) :
    let u : ℝ → ℝ := fun T =>
      a.g₂ * a.A / (a.g₁ * a.B₁₂ * Real.exp (a.gap / T) - a.g₂ * a.B₂₁)
    (∀ T, 0 < T → 0 < u T ∧ a.BalancedAt T (u T)) ∧
      Tendsto u atTop (𝓝 (a.g₂ * a.A / (a.g₁ * a.B₁₂ - a.g₂ * a.B₂₁))) := by
  intro u
  constructor
  · intro T hT
    have hx : 1 < Real.exp (a.gap / T) := Real.one_lt_exp_iff.2 (div_pos a.gap_pos hT)
    have hd : 0 < a.g₁ * a.B₁₂ * Real.exp (a.gap / T) - a.g₂ * a.B₂₁ := by
      nlinarith [mul_pos (mul_pos a.g₁_pos a.B₁₂_pos) (sub_pos.2 hx)]
    exact ⟨div_pos (mul_pos a.g₂_pos a.A_pos) hd,
      (a.balancedAt_iff T _).2 (mul_div_cancel₀ _ hd.ne')⟩
  · have h1 := (a.tendsto_exp_gap.const_mul (a.g₁ * a.B₁₂)).sub_const (a.g₂ * a.B₂₁)
    rw [mul_one] at h1
    exact tendsto_const_nhds.div h1 (sub_pos.2 h).ne'

end Atom

end

end EinsteinPlanck
```

```lean
#print axioms EinsteinPlanck.Atom.planck_law
#print axioms EinsteinPlanck.Atom.saturating_density
```

```
'EinsteinPlanck.Atom.planck_law' depends on axioms: [propext, Classical.choice, Quot.sound]
'EinsteinPlanck.Atom.saturating_density' depends on axioms: [propext, Classical.choice, Quot.sound]
```
